# Moment recurrence for one-dimensional London Gaussians

Let $p>0$ and $k$ be real, and define

$$G(x)=e^{-px^2+ikx},\qquad I_n=\int_{-\infty}^{\infty}x^nG(x)\,dx,\qquad n=0,1,2,\dots$$

A London orbital is an atomic orbital, here a Gaussian one, multiplied by a field-dependent phase. In a uniform magnetic field this phase is linear in position, so the product of one such orbital with the complex conjugate of another, as it occurs in an overlap, contains a plane wave whose wave vector is the difference of the wave vectors of the two orbitals. Along one Cartesian axis, with the origin at the centre of the product Gaussian, $p$ is the sum of the two exponents and $k$ is the wave-vector component. Constant prefactors are left out of $G$.

## The recurrence from a vanishing boundary term

The claim is that all $I_n$ converge and satisfy

$$2pI_1=ikI_0,\qquad 2pI_{n+2}=ikI_{n+1}+(n+1)I_n\quad(n\ge0).$$

Replacing $n$ by $n-1$ gives the equivalent form $2pI_{n+1}=ikI_n+nI_{n-1}$ for $n\ge1$.

Since $|e^{ikx}|=1$, we have $|x^nG(x)|=|x|^ne^{-px^2}$, which is integrable for $p>0$. Differentiation gives $G'=(ik-2px)G$. As $G$ vanishes at both ends of the line,

$$0=\int G'\,dx=ikI_0-2pI_1.$$

In the same way, $x^{n+1}G$ vanishes at both ends, and

$$0=\int(x^{n+1}G)'\,dx=(n+1)I_n+ikI_{n+1}-2pI_{n+2}.$$

For the starting value, differentiate under the integral: $dI_0/dk=iI_1=-(k/2p)I_0$, hence $I_0(k)=I_0(0)e^{-k^2/(4p)}$. In polar coordinates $I_0(0)^2=2\pi\int_0^\infty re^{-pr^2}dr=\pi/p$, so

$$I_0=\sqrt{\pi/p}\;e^{-k^2/(4p)}.$$

Define $q_0=1$, $q_1=ik/(2p)$ and $q_{n+2}=(ikq_{n+1}+(n+1)q_n)/(2p)$. The numbers $q_nI_0$ have the same first two values and obey the same recurrence as the moments, so $I_n=q_nI_0$. For example, $q_2=1/(2p)-k^2/(4p^2)$.

At $k=0$ the recurrence links only moments of equal parity. Then $I_1=0$ forces all odd moments to vanish, and $I_{2m+2}=\frac{2m+1}{2p}I_{2m}$ gives

$$I_{2m}=\sqrt{\pi/p}\prod_{j=0}^{m-1}\frac{2j+1}{2p}.$$

For $m=0$ the product is empty and equals one.

One way to calculate overlaps between London orbitals in a uniform field is to expand the polynomial prefactors about the product centre. A short loop then generates the $q_n$ up to the required degree, and the closed formula above supplies $I_0$ for each axis.

## The weight, its moments and the factors in Lean

```lean
import Mathlib

open MeasureTheory Complex

namespace LondonGaussianMoments

noncomputable section
```

The weight is a complex-valued function of real arguments; `p`, `k` and `x` are converted to complex numbers inside the exponential.

```lean
/-- The one-dimensional London Gaussian weight `exp(-p x² + i k x)`. -/
def londonGaussian (p k x : ℝ) : ℂ :=
  Complex.exp (-(p : ℂ) * (x : ℂ) ^ 2 + I * k * x)
```

The moment $I_n$ is a Lebesgue integral over the whole real line.

```lean
/-- The `n`-th moment of the London Gaussian weight over the real line. -/
def londonMoment (p k : ℝ) (n : ℕ) : ℂ :=
  ∫ x : ℝ, (x : ℂ) ^ n * londonGaussian p k x
```

The factor $q_n$ is defined by recursion with two starting values.

```lean
/-- The factor obtained by running the moment recurrence upward from the value one. -/
def londonFactor (p k : ℝ) : ℕ → ℂ
  | 0 => 1
  | 1 => I * k / (2 * p)
  | n + 2 => (I * k * londonFactor p k (n + 1) + ((n : ℂ) + 1) * londonFactor p k n) / (2 * p)
```

## Convergence and the derivative

The modulus of a complex exponential is the exponential of the real part of its argument, which removes the phase.

```lean
/-- The modulus of the London Gaussian weight is the real Gaussian `exp(-p x²)`. -/
theorem norm_londonGaussian (p k x : ℝ) :
    ‖londonGaussian p k x‖ = Real.exp (-p * x ^ 2) := by
  rw [londonGaussian, Complex.norm_exp]
  congr 1
  simp [pow_two]
```

Convergence follows by comparison with the real Gaussian moment, whose integrability is a Mathlib result for powers greater than $-1$. This is where `0 < p` enters.

```lean
/-- For a positive exponent, every moment integral converges absolutely. -/
theorem integrable_moment {p : ℝ} (hp : 0 < p) (k : ℝ) (n : ℕ) :
    Integrable (fun x : ℝ => (x : ℂ) ^ n * londonGaussian p k x) := by
  have hn : (-1 : ℝ) < (n : ℝ) := by
    have : (0 : ℝ) ≤ (n : ℝ) := Nat.cast_nonneg n
    linarith
  have h := integrable_rpow_mul_exp_neg_mul_sq hp hn
  simp only [Real.rpow_natCast] at h
  -- compare with the corresponding moment of the real Gaussian
  refine h.mono (Continuous.aestronglyMeasurable ?_) (Filter.Eventually.of_forall fun x => ?_)
  · unfold londonGaussian
    fun_prop
  · refine le_of_eq ?_
    rw [norm_mul, norm_mul, norm_londonGaussian, norm_pow, norm_pow, Complex.norm_real,
      Real.norm_of_nonneg (Real.exp_pos _).le]
```

The chain rule gives the first-order equation for $G$.

```lean
/-- The London Gaussian weight `G` satisfies `G' = (i k - 2 p x) G`. -/
theorem hasDerivAt_londonGaussian (p k x : ℝ) :
    HasDerivAt (londonGaussian p k) ((I * k - 2 * p * x) * londonGaussian p k x) x := by
  have hx : HasDerivAt (fun y : ℝ => (y : ℂ)) 1 x := by
    simpa using (hasDerivAt_id x).ofReal_comp
  have h := (((hx.fun_pow 2).const_mul (-(p : ℂ))).fun_add (hx.const_mul (I * (k : ℂ)))).cexp
  refine h.congr_deriv ?_
  simp only [londonGaussian, Nat.cast_ofNat, Nat.reduceSub, pow_one]
  ring
```

## The recurrence as a theorem

The theorem has three parts: integrability for every `n`, the starting relation, and the recurrence in the shifted index, which avoids subtraction of natural numbers. Integrability belongs in the statement because Lean assigns the value zero to the integral of a non-integrable function.

In each half of the proof, `integral_eq_zero_of_hasDerivAt_of_integrable` replaces the boundary argument: if a function and its derivative are both integrable, the derivative integrates to zero. Linearity of the integral then turns `key` into a relation between moments, and `linear_combination` rearranges it.

```lean
/-- Moment recurrence for London Gaussians: for `p > 0` all moments converge,
`2p I₁ = i k I₀`, and `2p Iₙ₊₂ = i k Iₙ₊₁ + (n+1) Iₙ` for every natural `n`. -/
theorem londonMoment_recurrence {p : ℝ} (hp : 0 < p) (k : ℝ) :
    (∀ n : ℕ, Integrable (fun x : ℝ => (x : ℂ) ^ n * londonGaussian p k x)) ∧
    2 * (p : ℂ) * londonMoment p k 1 = I * k * londonMoment p k 0 ∧
    ∀ n : ℕ, 2 * (p : ℂ) * londonMoment p k (n + 2) =
      I * k * londonMoment p k (n + 1) + ((n : ℂ) + 1) * londonMoment p k n := by
  have hi := integrable_moment hp k
  refine ⟨hi, ?_, fun n => ?_⟩
  · -- the derivative of the weight integrates to zero
    have h0 := (hi 0).const_mul (I * (k : ℂ))
    have h1 := (hi 1).const_mul (2 * (p : ℂ))
    have key := integral_eq_zero_of_hasDerivAt_of_integrable
      (f := londonGaussian p k)
      (f' := fun x : ℝ => I * (k : ℂ) * ((x : ℂ) ^ 0 * londonGaussian p k x)
        - 2 * (p : ℂ) * ((x : ℂ) ^ 1 * londonGaussian p k x))
      (fun x => (hasDerivAt_londonGaussian p k x).congr_deriv (by ring))
      (h0.sub h1) (by simpa using hi 0)
    rw [integral_sub h0 h1, integral_const_mul, integral_const_mul] at key
    change I * (k : ℂ) * londonMoment p k 0 - 2 * (p : ℂ) * londonMoment p k 1 = 0 at key
    linear_combination -key
  · -- the derivative of `x^(n+1)` times the weight integrates to zero
    have h0 := (hi n).const_mul ((n : ℂ) + 1)
    have h1 := (hi (n + 1)).const_mul (I * (k : ℂ))
    have h2 := (hi (n + 2)).const_mul (2 * (p : ℂ))
    have h01 : Integrable (fun x : ℝ => ((n : ℂ) + 1) * ((x : ℂ) ^ n * londonGaussian p k x)
        + I * (k : ℂ) * ((x : ℂ) ^ (n + 1) * londonGaussian p k x)) := h0.add h1
    have hd : ∀ x : ℝ, HasDerivAt (fun y : ℝ => (y : ℂ) ^ (n + 1) * londonGaussian p k y)
        (((n : ℂ) + 1) * ((x : ℂ) ^ n * londonGaussian p k x)
        + I * (k : ℂ) * ((x : ℂ) ^ (n + 1) * londonGaussian p k x)
        - 2 * (p : ℂ) * ((x : ℂ) ^ (n + 2) * londonGaussian p k x)) x := by
      intro x
      have hx : HasDerivAt (fun y : ℝ => (y : ℂ)) 1 x := by
        simpa using (hasDerivAt_id x).ofReal_comp
      refine ((hx.fun_pow (n + 1)).fun_mul (hasDerivAt_londonGaussian p k x)).congr_deriv ?_
      simp only [Nat.add_sub_cancel, Nat.cast_add, Nat.cast_one]
      ring
    have key := integral_eq_zero_of_hasDerivAt_of_integrable hd (h01.sub h2) (hi (n + 1))
    rw [integral_sub h01 h2, integral_add h0 h1, integral_const_mul, integral_const_mul,
      integral_const_mul] at key
    change ((n : ℂ) + 1) * londonMoment p k n + I * (k : ℂ) * londonMoment p k (n + 1)
      - 2 * (p : ℂ) * londonMoment p k (n + 2) = 0 at key
    linear_combination -key
```

## Closed values

For $I_0$ the proof uses Mathlib's complex Gaussian integral instead of the differential equation in $k$. The remaining work identifies the complex power $(\pi/p)^{1/2}$ with the real square root and simplifies the exponent.

```lean
/-- For `p > 0` the zeroth moment is `sqrt(π/p) exp(-k²/(4p))`. -/
theorem londonMoment_zero {p : ℝ} (hp : 0 < p) (k : ℝ) :
    londonMoment p k 0 = ((Real.sqrt (Real.pi / p) * Real.exp (-k ^ 2 / (4 * p)) : ℝ) : ℂ) := by
  have h := integral_cexp_quadratic (b := -(p : ℂ)) (by simpa using hp) (I * (k : ℂ)) 0
  simp only [add_zero, neg_neg] at h
  have hs : ((Real.sqrt (Real.pi / p) : ℝ) : ℂ) = ((Real.pi : ℂ) / p) ^ (1 / 2 : ℂ) := by
    rw [Real.sqrt_eq_rpow, Complex.ofReal_cpow (by positivity)]
    simp
  have he : 0 - (I * (k : ℂ)) ^ 2 / (4 * -(p : ℂ)) = -(k : ℂ) ^ 2 / (4 * p) := by
    rw [mul_pow, Complex.I_sq, mul_neg, div_neg]
    ring
  have hM : londonMoment p k 0 =
      ∫ x : ℝ, Complex.exp (-(p : ℂ) * (x : ℂ) ^ 2 + I * k * x) := by
    simp only [londonMoment, londonGaussian, pow_zero, one_mul]
  rw [hM, h, he, ← hs]
  push_cast
  rfl
```

Two-step induction proves $I_n=q_nI_0$. The case $n=0$ follows from $q_0=1$; the other two cases multiply by $2p\neq0$ and combine the corresponding relations for the moments and the factors.

```lean
/-- For `p > 0` every moment is the recursively computed factor times `sqrt(π/p) exp(-k²/(4p))`. -/
theorem londonMoment_eq_factor {p : ℝ} (hp : 0 < p) (k : ℝ) (n : ℕ) :
    londonMoment p k n = londonFactor p k n *
      ((Real.sqrt (Real.pi / p) * Real.exp (-k ^ 2 / (4 * p)) : ℝ) : ℂ) := by
  rw [← londonMoment_zero hp k]
  obtain ⟨-, h1, h2⟩ := londonMoment_recurrence hp k
  have hp0 : (p : ℂ) ≠ 0 := by exact_mod_cast hp.ne'
  have hp' : 2 * (p : ℂ) ≠ 0 := mul_ne_zero two_ne_zero hp0
  induction n using Nat.twoStepInduction with
  | zero => simp [londonFactor]
  | one =>
    have hq : 2 * (p : ℂ) * londonFactor p k 1 = I * k := by
      rw [londonFactor]
      field_simp
    apply mul_left_cancel₀ hp'
    linear_combination h1 - londonMoment p k 0 * hq
  | more n ih0 ih1 =>
    have hq : 2 * (p : ℂ) * londonFactor p k (n + 2) =
        I * k * londonFactor p k (n + 1) + ((n : ℂ) + 1) * londonFactor p k n := by
      rw [londonFactor]
      field_simp
    apply mul_left_cancel₀ hp'
    linear_combination h2 n + I * k * ih1 + ((n : ℂ) + 1) * ih0 - londonMoment p k 0 * hq
```

The case $k=0$ is an induction on `m` that carries the odd and even moments together.

```lean
/-- For `p > 0` and `k = 0` the odd moments vanish, and the moment of order `2m` is `sqrt(π/p)`
times the product of `(2j+1)/(2p)` over `j < m`. -/
theorem londonMoment_zero_phase {p : ℝ} (hp : 0 < p) (m : ℕ) :
    londonMoment p 0 (2 * m + 1) = 0 ∧
    londonMoment p 0 (2 * m) =
      (∏ j ∈ Finset.range m, ((2 * (j : ℂ) + 1) / (2 * p))) *
        ((Real.sqrt (Real.pi / p) : ℝ) : ℂ) := by
  obtain ⟨-, h1, h2⟩ := londonMoment_recurrence hp 0
  have hp0 : (p : ℂ) ≠ 0 := by exact_mod_cast hp.ne'
  have hp' : 2 * (p : ℂ) ≠ 0 := mul_ne_zero two_ne_zero hp0
  simp only [Complex.ofReal_zero, mul_zero, zero_mul, zero_add] at h1 h2
  induction m with
  | zero =>
    refine ⟨(mul_eq_zero.mp h1).resolve_left hp', ?_⟩
    simpa using londonMoment_zero hp 0
  | succ m ih =>
    -- without the phase the recurrence links only moments of equal parity
    constructor
    · have h := h2 (2 * m + 1)
      rw [ih.1, mul_zero] at h
      exact (mul_eq_zero.mp h).resolve_left hp'
    · have h := h2 (2 * m)
      push_cast at h
      have hq : 2 * (p : ℂ) * ((2 * (m : ℂ) + 1) / (2 * p)) = 2 * (m : ℂ) + 1 := by
        field_simp
      change londonMoment p 0 (2 * m + 2) = _
      rw [Finset.prod_range_succ]
      apply mul_left_cancel₀ hp'
      linear_combination h + (2 * (m : ℂ) + 1) * ih.2 -
        (∏ j ∈ Finset.range m, ((2 * (j : ℂ) + 1) / (2 * p))) *
          ((Real.sqrt (Real.pi / p) : ℝ) : ℂ) * hq

end

end LondonGaussianMoments
```

```lean
#print axioms LondonGaussianMoments.londonMoment_recurrence
#print axioms LondonGaussianMoments.londonMoment_eq_factor
#print axioms LondonGaussianMoments.londonMoment_zero_phase
```

```
'LondonGaussianMoments.londonMoment_recurrence' depends on axioms: [propext, Classical.choice, Quot.sound]
'LondonGaussianMoments.londonMoment_eq_factor' depends on axioms: [propext, Classical.choice, Quot.sound]
'LondonGaussianMoments.londonMoment_zero_phase' depends on axioms: [propext, Classical.choice, Quot.sound]
```

These theorems concern one axis, with the origin at the centre of the product Gaussian. The expansion about the product centre, the assembly of three axes and the Coulomb integrals of an electronic-structure code require separate arguments.
